# The PAW nonadiabatic coupling is anti-Hermitian when the pseudo states stay orthonormal in the overlap

Suppose the nonadiabatic couplings of a projector augmented-wave (PAW) calculation are formed from the pseudo states and the PAW overlap alone. The resulting matrix can have a Hermitian part. If it then drives the amplitudes $c$ of a few electronic states with real energies, the total population $c^*c$ need not be conserved, although the exact couplings between orthonormal states would conserve it.

The missing piece comes from the motion of the PAW transformation itself. Let $T(t)$ map pseudo states to all-electron states, where $t$ is a real parameter such as time or the position along a nuclear path. The columns of $U(t)$ are the pseudo states, $S=T^*T$ is the overlap, a star denotes the adjoint and a prime the derivative in $t$. The full coupling is

$$C = U^*SU' + U^*T^*T'U .$$

It equals the all-electron coupling $(TU)^*(TU)'$. If $U^*SU=1$ for all $t$, it is also anti-Hermitian, $C^*=-C$. For PAW simulations of nonadiabatic dynamics, this shows which term makes the coupling anti-Hermitian again, within a finite-dimensional model with one parameter.

## Matrices that depend on a parameter

```lean
import Mathlib

open Matrix

namespace PAWNonadiabaticCoupling

noncomputable section

variable {m n k : Type*}
```

The file loads the library Mathlib and names three index types: `m` labels all-electron components, `n` pseudo components and `k` states. They are independent, so $T$ may be rectangular and there may be fewer states than basis functions. The theorems about couplings take `m` and `n` to be finite.

```lean
/-- The matrix function `F` of a real parameter has the derivative `F'` at `t`,
entry by entry. -/
def HasMatDeriv (F : ℝ → Matrix m n ℂ) (F' : Matrix m n ℂ) (t : ℝ) : Prop :=
  ∀ i j, HasDerivAt (fun s => F s i j) (F' i j) t
```

This defines what $F'(t)$ means: each entry $F_{ij}$ has the derivative $F'_{ij}$ at $t$. In Lean, `F'` is only a name for a second matrix, and it becomes the derivative of `F` through the statement `HasMatDeriv F F' t`. The symbol `∀ i j` reads "for all $i$ and $j$".

## Overlap and couplings

```lean
/-- The PAW overlap `S = T* T` of the transformation `T`. -/
def overlap [Fintype m] (T : Matrix m n ℂ) : Matrix n n ℂ := Tᴴ * T
```

This is $S=T^*T$, with `ᴴ` for the adjoint. The plain matrix product means that all-electron components refer to a fixed orthonormal basis. The transformation $T$ is given as a matrix function and is not built from projectors and partial waves.

```lean
/-- The product `U* S U'`, with `S` the overlap of `T`. It is the pseudo part of the coupling when
the columns of `U` are pseudo states and `U'` is their derivative. -/
def pseudoCoupling [Fintype m] [Fintype n] (T : Matrix m n ℂ) (U U' : Matrix n k ℂ) :
    Matrix k k ℂ := Uᴴ * overlap T * U'
```

This is the pseudo part, $P=U^*SU'$.

```lean
/-- The expression `U* S U' + U* T* T' U`, with `S` the overlap of `T`. It is the PAW nonadiabatic
coupling when the columns of `U` are pseudo states and `T'` and `U'` are the derivatives of `T` and
`U`. -/
def pawCoupling [Fintype m] [Fintype n] (T T' : Matrix m n ℂ) (U U' : Matrix n k ℂ) :
    Matrix k k ℂ := pseudoCoupling T U U' + Uᴴ * Tᴴ * T' * U
```

This is $C=P+U^*T^*T'U$. The second term is present because the augmentation changes as the atoms move. In both definitions `T'` and `U'` are ordinary arguments; the theorems supply the condition that they are derivatives.

## Four rules of differentiation

```lean
/-- A matrix function has at most one derivative at a point. -/
theorem HasMatDeriv.unique {F : ℝ → Matrix m n ℂ} {A B : Matrix m n ℂ} {t : ℝ}
    (hA : HasMatDeriv F A t) (hB : HasMatDeriv F B t) : A = B := by
  ext i j
  exact (hA i j).unique (hB i j)
```

If $A$ and $B$ are both derivatives of $F$ at $t$, then $A=B$. The proof compares entries (`ext i j`) and uses the uniqueness of ordinary derivatives.

```lean
/-- The product rule for matrix functions, with the order of the factors kept. -/
theorem HasMatDeriv.mul [Fintype n] {F : ℝ → Matrix m n ℂ} {G : ℝ → Matrix n k ℂ}
    {F' : Matrix m n ℂ} {G' : Matrix n k ℂ} {t : ℝ}
    (hF : HasMatDeriv F F' t) (hG : HasMatDeriv G G' t) :
    HasMatDeriv (fun s => F s * G s) (F' * G t + F t * G') t := by
  intro i j
  simp only [Matrix.add_apply, Matrix.mul_apply, ← Finset.sum_add_distrib]
  exact HasDerivAt.fun_sum fun l _ => (hF i l).fun_mul (hG l j)
```

This is the product rule, $(FG)'=F'G+FG'$, with the order of the factors kept. By hand, one differentiates $\sum_l F_{il}G_{lj}$ term by term, and the last line of the proof does the same.

```lean
/-- The derivative of the adjoint is the adjoint of the derivative. -/
theorem HasMatDeriv.adjoint {F : ℝ → Matrix m n ℂ} {F' : Matrix m n ℂ} {t : ℝ}
    (hF : HasMatDeriv F F' t) : HasMatDeriv (fun s => (F s)ᴴ) F'ᴴ t := by
  intro i j
  exact (hF j i).star
```

This says $(F^*)'=(F')^*$. The entry $(i,j)$ of $F^*$ is the complex conjugate of $F_{ji}$, which is why the proof calls `hF j i`. Conjugation commutes with the derivative because the parameter is real.

```lean
/-- A matrix function that keeps a constant value has zero derivative. -/
theorem HasMatDeriv.eq_zero {F : ℝ → Matrix m n ℂ} {F' A : Matrix m n ℂ} {t : ℝ}
    (hF : HasMatDeriv F F' t) (hc : ∀ s, F s = A) : F' = 0 := by
  ext i j
  have h := hF i j
  simp only [hc] at h
  exact h.unique (hasDerivAt_const t _)
```

If $F(s)=A$ for every $s$, its derivative is zero. This rule will turn orthonormality into a statement about couplings.

## The full coupling

```lean
/-- For pseudo states that stay orthonormal in the PAW overlap, the PAW coupling equals the
all-electron coupling `(TU)* (TU)'`, and it is anti-Hermitian. -/
theorem pawCoupling_eq_and_antiHermitian [Fintype m] [Fintype n] [DecidableEq k]
    {T : ℝ → Matrix m n ℂ} {U : ℝ → Matrix n k ℂ}
    {T' : Matrix m n ℂ} {U' : Matrix n k ℂ} {D : Matrix m k ℂ} {t : ℝ}
    (hT : HasMatDeriv T T' t) (hU : HasMatDeriv U U' t)
    (hD : HasMatDeriv (fun s => T s * U s) D t)
    (horth : ∀ s, (U s)ᴴ * overlap (T s) * U s = 1) :
    pawCoupling (T t) T' (U t) U' = (T t * U t)ᴴ * D ∧
      (pawCoupling (T t) T' (U t) U')ᴴ = -pawCoupling (T t) T' (U t) U' := by
  -- the product rule identifies the two forms of the coupling
  have hC : pawCoupling (T t) T' (U t) U' = (T t * U t)ᴴ * D := by
    rw [hD.unique (hT.mul hU)]
    simp only [pawCoupling, pseudoCoupling, overlap, Matrix.conjTranspose_mul,
      Matrix.mul_add, Matrix.mul_assoc]
    exact add_comm _ _
  -- the all-electron states are orthonormal for every value of the parameter
  have hc : ∀ s, (T s * U s)ᴴ * (T s * U s) = 1 := by
    intro s
    rw [← horth s]
    simp only [overlap, Matrix.conjTranspose_mul, Matrix.mul_assoc]
  have h0 : Dᴴ * (T t * U t) + (T t * U t)ᴴ * D = 0 :=
    (hD.adjoint.mul hD).eq_zero hc
  refine ⟨hC, ?_⟩
  rw [hC, Matrix.conjTranspose_mul, Matrix.conjTranspose_conjTranspose]
  exact eq_neg_of_add_eq_zero_left h0
```

The lines before the final colon are hypotheses. `hT` and `hU` say that $T$ and $U$ have derivatives at $t$, and `hD` names the derivative of $TU$ as $D$. This asks for nothing new, since the product rule already provides that derivative. `horth` is the orthonormality $U^*SU=1$ at every parameter value: the pseudo states represent all-electron states that remain orthonormal along the whole path. The conclusion joins two claims with `∧`, "and".

By hand, the product rule gives $D=(TU)'=T'U+TU'$, so

$$(TU)^*D = U^*T^*T'U+U^*T^*TU' = U^*T^*T'U+U^*SU' = C .$$

This is the step `hC`, which replaces $D$ by the product-rule expression using uniqueness. It does not need orthonormality.

For the second claim, write $\Psi=TU$. Then

$$\Psi^*\Psi=U^*T^*TU=U^*SU=1$$

for all $s$, which is `hc`. Differentiating gives `h0`:

$$D^*\Psi+\Psi^*D=0 .$$

Since $C=\Psi^*D$, its adjoint is $C^*=D^*\Psi$, and therefore $C^*=-C$.

The states need not be eigenstates of any Hamiltonian, and none appears in the theorem. Entry by entry, $C_{ij}=\langle\psi_i|\psi_j'\rangle$, where $\psi_j$ is column $j$ of $\Psi$.

## What the pseudo part lacks

```lean
/-- For pseudo states that stay orthonormal in the PAW overlap, the Hermitian defect `P* + P` of the
pseudo part `P` is `-U* S' U`, where `S'` is the derivative of the overlap. -/
theorem pseudoCoupling_defect [Fintype m] [Fintype n] [DecidableEq k]
    {T : ℝ → Matrix m n ℂ} {U : ℝ → Matrix n k ℂ}
    {S' : Matrix n n ℂ} {U' : Matrix n k ℂ} {t : ℝ}
    (hS : HasMatDeriv (fun s => overlap (T s)) S' t) (hU : HasMatDeriv U U' t)
    (horth : ∀ s, (U s)ᴴ * overlap (T s) * U s = 1) :
    (pseudoCoupling (T t) (U t) U')ᴴ + pseudoCoupling (T t) (U t) U'
      = -((U t)ᴴ * S' * U t) := by
  -- differentiate the orthonormality condition
  have h0 : (U'ᴴ * overlap (T t) + (U t)ᴴ * S') * U t + (U t)ᴴ * overlap (T t) * U' = 0 :=
    ((hU.adjoint.mul hS).mul hU).eq_zero horth
  have hP : (pseudoCoupling (T t) (U t) U')ᴴ = U'ᴴ * overlap (T t) * U t := by
    simp only [pseudoCoupling, overlap, Matrix.conjTranspose_mul,
      Matrix.conjTranspose_conjTranspose, Matrix.mul_assoc]
  rw [hP, pseudoCoupling]
  rw [Matrix.add_mul] at h0
  apply eq_neg_of_add_eq_zero_left
  rw [← h0]
  abel
```

Here `S'` is the derivative of the overlap at $t$. The theorem states

$$P^*+P=-U^*S'U .$$

To derive it, differentiate $U^*SU=1$ with all three factors moving:

$$U'^*SU+U^*S'U+U^*SU'=0 .$$

The last term is $P$. Since $S=T^*T$ is Hermitian, the first is $P^*$. Moving the middle term to the other side gives the result. In the proof, `h0` is the differentiated condition and `hP` identifies $P^*$; `abel` then reorders the sum.

```lean
/-- For pseudo states that stay orthonormal in the PAW overlap, the pseudo part alone is
anti-Hermitian exactly when the derivative of the overlap vanishes between all of them. -/
theorem pseudoCoupling_antiHermitian_iff [Fintype m] [Fintype n] [DecidableEq k]
    {T : ℝ → Matrix m n ℂ} {U : ℝ → Matrix n k ℂ}
    {S' : Matrix n n ℂ} {U' : Matrix n k ℂ} {t : ℝ}
    (hS : HasMatDeriv (fun s => overlap (T s)) S' t) (hU : HasMatDeriv U U' t)
    (horth : ∀ s, (U s)ᴴ * overlap (T s) * U s = 1) :
    (pseudoCoupling (T t) (U t) U')ᴴ = -pseudoCoupling (T t) (U t) U' ↔
      (U t)ᴴ * S' * U t = 0 := by
  rw [eq_neg_iff_add_eq_zero, pseudoCoupling_defect hS hU horth, neg_eq_zero]
```

The sign `↔` means "if and only if": $P^*=-P$ holds exactly when $U^*S'U=0$. By hand, $P^*=-P$ is the same as $P^*+P=0$, and the previous theorem turns this into $-U^*S'U=0$. The overlap derivative does not have to vanish as a whole, only between the chosen states.

## A shear and a rotation

A model with two states shows that the defect really occurs.

```lean
/-- A two-dimensional model transformation: a shear of strength `t`. -/
def modelT (t : ℝ) : Matrix (Fin 2) (Fin 2) ℂ := !![1, (t : ℂ); 0, 1]
```

The transformation is a shear,

$$T(t)=\begin{pmatrix}1&t\\0&1\end{pmatrix}.$$

```lean
/-- Model pseudo states: a rotation by the angle `t` followed by the inverse shear. -/
def modelU (t : ℝ) : Matrix (Fin 2) (Fin 2) ℂ :=
  !![((Real.cos t - t * Real.sin t : ℝ) : ℂ), ((-Real.sin t - t * Real.cos t : ℝ) : ℂ);
    ((Real.sin t : ℝ) : ℂ), ((Real.cos t : ℝ) : ℂ)]
```

The pseudo states are chosen so that $TU$ is a rotation $R(t)$ by the angle $t$:

$$U=T^{-1}R=\begin{pmatrix}\cos t-t\sin t&-\sin t-t\cos t\\ \sin t&\cos t\end{pmatrix}.$$

The annotations `(… : ℂ)` in the code only regard real numbers as complex ones.

```lean
/-- The model pseudo states are orthonormal in the model overlap for every `t`. -/
theorem model_orthonormal (t : ℝ) : (modelU t)ᴴ * overlap (modelT t) * modelU t = 1 := by
  have h := Real.sin_sq_add_cos_sq t
  have e : (modelU t)ᴴ * overlap (modelT t) * modelU t
      = (modelT t * modelU t)ᴴ * (modelT t * modelU t) := by
    simp only [overlap, Matrix.conjTranspose_mul, Matrix.mul_assoc]
  rw [e]
  unfold modelT modelU
  generalize Real.cos t = c at h ⊢
  generalize Real.sin t = s at h ⊢
  have h' : (s : ℂ) ^ 2 + (c : ℂ) ^ 2 = 1 := by exact_mod_cast h
  -- the all-electron states form a rotation matrix
  have hR : !![1, (t : ℂ); 0, 1] * !![((c - t * s : ℝ) : ℂ), ((-s - t * c : ℝ) : ℂ);
      (s : ℂ), (c : ℂ)] = !![(c : ℂ), -(s : ℂ); (s : ℂ), (c : ℂ)] := by
    ext i j
    fin_cases i <;> fin_cases j <;> simp [Matrix.mul_apply, Fin.sum_univ_two]
  have hH : (!![(c : ℂ), -(s : ℂ); (s : ℂ), (c : ℂ)])ᴴ
      = !![(c : ℂ), (s : ℂ); -(s : ℂ), (c : ℂ)] := by
    ext i j
    fin_cases i <;> fin_cases j <;> simp [Matrix.conjTranspose_apply]
  have e1 : (c : ℂ) * c + s * s = 1 := by linear_combination h'
  have e2 : (c : ℂ) * -s + s * c = 0 := by ring
  have e3 : -(s : ℂ) * c + c * s = 0 := by ring
  have e4 : -(s : ℂ) * -s + c * c = 1 := by linear_combination h'
  rw [hR, hH, Matrix.mul_fin_two, e1, e2, e3, e4, Matrix.one_fin_two]
```

The model satisfies the orthonormality condition for every $t$, because

$$U^*SU=(TU)^*(TU)=R^*R=1 .$$

The proof follows this line. Step `e` regroups the product, `hR` multiplies out $TU$, and `hH` takes the adjoint. The `generalize` lines replace cosine and sine by letters $c$ and $s$, keeping only $s^2+c^2=1$. The four entries of $R^*R$ are then checked in `e1` to `e4`.

```lean
/-- The model is differentiable at `t = 0`, where its PAW coupling is non-zero and its
pseudo part is not anti-Hermitian. -/
theorem model_witness :
    HasMatDeriv modelT !![0, 1; 0, 0] 0 ∧ HasMatDeriv modelU !![0, -2; 1, 0] 0 ∧
      pawCoupling (modelT 0) !![0, 1; 0, 0] (modelU 0) !![0, -2; 1, 0] = !![0, -1; 1, 0] ∧
      (pseudoCoupling (modelT 0) (modelU 0) !![0, -2; 1, 0])ᴴ
        ≠ -pseudoCoupling (modelT 0) (modelU 0) !![0, -2; 1, 0] := by
  have hT0 : modelT 0 = 1 := by
    ext i j
    fin_cases i <;> fin_cases j <;> simp [modelT]
  have hU0 : modelU 0 = 1 := by
    ext i j
    fin_cases i <;> fin_cases j <;> simp [modelU]
  have hP : pseudoCoupling (modelT 0) (modelU 0) !![0, -2; 1, 0] = !![0, -2; 1, 0] := by
    rw [pseudoCoupling, overlap, hT0, hU0, Matrix.conjTranspose_one, Matrix.one_mul,
      Matrix.one_mul, Matrix.one_mul]
  refine ⟨?_, ?_, ?_, ?_⟩
  · intro i j
    fin_cases i <;> fin_cases j
    · exact hasDerivAt_const (0 : ℝ) (1 : ℂ)
    · exact (hasDerivAt_id' (0 : ℝ)).ofReal_comp.congr_deriv (by simp)
    · exact hasDerivAt_const (0 : ℝ) (0 : ℂ)
    · exact hasDerivAt_const (0 : ℝ) (1 : ℂ)
  · have r00 : HasDerivAt (fun t : ℝ => Real.cos t - t * Real.sin t) 0 0 :=
      ((Real.hasDerivAt_cos 0).fun_sub
        ((hasDerivAt_id' (0 : ℝ)).fun_mul (Real.hasDerivAt_sin 0))).congr_deriv (by simp)
    have r01 : HasDerivAt (fun t : ℝ => -Real.sin t - t * Real.cos t) (-2) 0 :=
      ((Real.hasDerivAt_sin 0).fun_neg.fun_sub
        ((hasDerivAt_id' (0 : ℝ)).fun_mul (Real.hasDerivAt_cos 0))).congr_deriv
          (by norm_num [Real.cos_zero, Real.sin_zero])
    intro i j
    fin_cases i <;> fin_cases j
    · exact r00.ofReal_comp.congr_deriv (by simp)
    · exact r01.ofReal_comp.congr_deriv (by simp)
    · exact (Real.hasDerivAt_sin 0).ofReal_comp.congr_deriv (by simp)
    · exact (Real.hasDerivAt_cos 0).ofReal_comp.congr_deriv (by simp)
  · rw [pawCoupling, hP, hT0, hU0, Matrix.conjTranspose_one, Matrix.one_mul,
      Matrix.one_mul, Matrix.mul_one]
    ext i j
    fin_cases i <;> fin_cases j <;> norm_num
  · rw [hP]
    intro h
    -- compare the entries in the first row and second column
    have h01 := congrFun (congrFun h 0) 1
    norm_num [Matrix.conjTranspose_apply] at h01

end

end PAWNonadiabaticCoupling
```

The theorem makes four claims at $t=0$. The first two give the derivatives

$$T'(0)=\begin{pmatrix}0&1\\0&0\end{pmatrix},\qquad U'(0)=\begin{pmatrix}0&-2\\1&0\end{pmatrix}.$$

The entry $-2$ arises because $-\sin t$ and $-t\cos t$ each contribute $-1$. Since $T(0)=U(0)=1$, the pseudo part is simply $P=U'(0)$, and the full coupling is

$$C=U'(0)+T'(0)=\begin{pmatrix}0&-1\\1&0\end{pmatrix}.$$

This is the third claim: the coupling is non-zero, and it is visibly anti-Hermitian. The fourth is that $P$ is not. In row 0, column 1, counting from zero as Lean does, $P^*$ has the entry $1$ while $-P$ has the entry $2$.

The proof first establishes the values at zero (`hT0`, `hU0`, `hP`). It then differentiates each entry with the usual rules for sine, cosine and products, and finishes with arithmetic. For the last claim it assumes the equality as `h`, extracts that one entry, and lets `norm_num` find the contradiction.

```lean
#print axioms PAWNonadiabaticCoupling.pawCoupling_eq_and_antiHermitian
#print axioms PAWNonadiabaticCoupling.pseudoCoupling_antiHermitian_iff
#print axioms PAWNonadiabaticCoupling.model_orthonormal
```

```
'PAWNonadiabaticCoupling.pawCoupling_eq_and_antiHermitian' depends on axioms: [propext, Classical.choice, Quot.sound]
'PAWNonadiabaticCoupling.pseudoCoupling_antiHermitian_iff' depends on axioms: [propext, Classical.choice, Quot.sound]
'PAWNonadiabaticCoupling.model_orthonormal' depends on axioms: [propext, Classical.choice, Quot.sound]
```
